# Spring chain with fixed ends on a line: its eigenvalues, and relaxation to equal spacing for $0<tk\le 1/2$

Take two movable points, called images, between fixed ends, joined by three equal springs. Let $e_0,e_1$ be their deviations from equal spacing, $k$ the spring constant, $t$ the step and $s=tk$. Moving each image by $t$ times its spring force gives

$$e_0'=(1-2s)e_0+s\,e_1,\qquad e_1'=s\,e_0+(1-2s)e_1 .$$

The sum $e_0+e_1$ is multiplied by $1-s$ and the difference by $1-3s$, matching spring-matrix eigenvalues $k$ and $3k$. If $0<s\le 1/2$, the weights are non-negative and add up to $1-s$, so the largest deviation shrinks by at least that factor. The missing weight $s$ belongs to the fixed end, which has no deviation.

## Fixed ends and equal springs

For $N$ movable images $x_0,\dots,x_{N-1}$, write the whole band as $X_0=a$, $X_{i+1}=x_i$, $X_{N+1}=b$. The force on image $i$ is

$$F_i=k\,(X_{i+2}-2X_{i+1}+X_i).$$

In Lean, `Fin N → ℝ` holds the movable positions and `band` adds the ends. Extensions are signed, so images may start coincident or out of order. There is no potential energy surface and no tangent projection: this is only the spring part of a nudged elastic band, on a straight line.

```lean
import Mathlib

open Matrix Filter Topology

namespace ElasticBandSprings

noncomputable section

/-- Positions along the whole band: the fixed end `a`, the `N` movable images, then the fixed
end `b`. -/
def band {N : ℕ} (a b : ℝ) (x : Fin N → ℝ) : ℕ → ℝ
  | 0 => a
  | m + 1 => if h : m < N then x ⟨m, h⟩ else b

/-- Spring force on a movable image: `k` times the difference between the extensions of the
springs on its two sides. -/
def springForce {N : ℕ} (k a b : ℝ) (x : Fin N → ℝ) (i : Fin N) : ℝ :=
  k * ((band a b x (i + 2) - band a b x (i + 1)) - (band a b x (i + 1) - band a b x i))

/-- One relaxation step: every movable image moves by `t` times its spring force. -/
def relax {N : ℕ} (k t a b : ℝ) (x : Fin N → ℝ) : Fin N → ℝ :=
  fun i => x i + t * springForce k a b x i

/-- The equally spaced arrangement of `N` images between the ends `a` and `b`. -/
def equalSpacing (N : ℕ) (a b : ℝ) : Fin N → ℝ :=
  fun i => a + (((i : ℕ) : ℝ) + 1) * ((b - a) / (N + 1))

/-- The spring matrix `k tridiag(-1, 2, -1)`. -/
def springMatrix (N : ℕ) (k : ℝ) : Matrix (Fin N) (Fin N) ℝ :=
  Matrix.of fun i j =>
    if i = j then 2 * k else if (i : ℕ) + 1 = j ∨ (j : ℕ) + 1 = i then -k else 0

/-- The angle `j π / (2N + 2)`. -/
def modeAngle (N j : ℕ) : ℝ := j * Real.pi / (2 * N + 2)

/-- The `j`-th standing wave of the band, `sin (i j π / (N + 1))` at the image number
`i = 1, ..., N`. -/
def mode (N j : ℕ) : Fin N → ℝ :=
  fun i => Real.sin ((((i : ℕ) : ℝ) + 1) * (2 * modeAngle N j))
```

With $a=b=0$, the matrix $K=k\,\mathrm{tridiag}(-1,2,-1)$ satisfies $Kx=-F$. `springMatrix_mulVec` proves this by writing each band position as a sum and comparing coefficients.

```lean
lemma band_succ {N : ℕ} (a b : ℝ) (x : Fin N → ℝ) (i : Fin N) :
    band a b x (i + 1) = x i := by
  simp [band]

lemma band_zero_eq_sum {N : ℕ} (x : Fin N → ℝ) (m : ℕ) :
    band 0 0 x m = ∑ j : Fin N, if (j : ℕ) + 1 = m then x j else 0 := by
  cases m with
  | zero => simp [band]
  | succ m =>
    by_cases h : m < N
    · rw [Finset.sum_eq_single (⟨m, h⟩ : Fin N)]
      · simp [band, h]
      · intro j _ hj
        exact if_neg fun h' => hj (Fin.ext (Nat.succ.inj h'))
      · simp
    · rw [Finset.sum_eq_zero]
      · simp [band, h]
      · intro j _
        have := j.isLt
        exact if_neg (by omega)

/-- With both ends held at zero, the spring matrix applied to the positions is minus the spring
force. -/
theorem springMatrix_mulVec {N : ℕ} (k : ℝ) (x : Fin N → ℝ) (i : Fin N) :
    (springMatrix N k *ᵥ x) i = -springForce k 0 0 x i := by
  simp only [springForce, band_zero_eq_sum, Matrix.mulVec, dotProduct,
    ← Finset.sum_sub_distrib, Finset.mul_sum, ← Finset.sum_neg_distrib]
  refine Finset.sum_congr rfl fun j _ => ?_
  simp only [springMatrix, Matrix.of_apply, Fin.ext_iff]
  split_ifs <;> first | omega | ring
```

Fixed ends select the standing waves. Put $\theta_j=j\pi/(2N+2)$ and $v^{(j)}_i=\sin(2(i+1)\theta_j)$. The sine vanishes at band index $0$, and at $N+1$ because $\sin j\pi=0$; `band_mode` records this. With $A=2(i+1)\theta_j$ and $\theta=\theta_j$,

$$\sin(A+2\theta)+\sin(A-2\theta)-2\sin A=2\sin A\,(\cos2\theta-1)=-4\sin^2\theta\,\sin A,$$

so $Kv^{(j)}=4k\sin^2\theta_j\,v^{(j)}$. If the ends were free, a uniform translation would cost no force and $K$ would acquire the eigenvalue zero.

```lean
lemma modeAngle_bounds {N j : ℕ} (h1 : 1 ≤ j) (hN : j ≤ N) :
    0 < modeAngle N j ∧ modeAngle N j < Real.pi / 2 := by
  have hj : (0 : ℝ) < j := by exact_mod_cast h1
  have hjN : (j : ℝ) ≤ N := by exact_mod_cast hN
  have hpi := Real.pi_pos
  unfold modeAngle
  refine ⟨by positivity, ?_⟩
  rw [div_lt_div_iff₀ (by positivity) (by norm_num)]
  nlinarith [mul_pos hpi (by linarith : (0 : ℝ) < N + 1 - j)]

lemma band_mode (N j m : ℕ) (hm : m ≤ N + 1) :
    band 0 0 (mode N j) m = Real.sin (m * (2 * modeAngle N j)) := by
  cases m with
  | zero => simp [band]
  | succ m =>
    by_cases h : m < N
    · simp only [band, dif_pos h, mode]
      push_cast
      rfl
    · have hmN : m = N := by omega
      have hc : ((N : ℝ) + 1) * (2 * modeAngle N j) = j * Real.pi := by
        have : (2 * (N : ℝ) + 2) ≠ 0 := by positivity
        unfold modeAngle
        rw [← mul_assoc, mul_div_assoc', div_eq_iff this]
        ring
      simp only [band, dif_neg h]
      rw [hmN]
      push_cast
      rw [hc, Real.sin_nat_mul_pi]

lemma sin_second_difference (A θ : ℝ) :
    Real.sin (A + 2 * θ) - 2 * Real.sin A + Real.sin (A - 2 * θ)
      = -4 * Real.sin θ ^ 2 * Real.sin A := by
  have hc : Real.cos (2 * θ) = 1 - 2 * Real.sin θ ^ 2 := by
    rw [Real.cos_two_mul, Real.cos_sq']
    ring
  rw [Real.sin_add, Real.sin_sub]
  linear_combination 2 * Real.sin A * hc

lemma springForce_mode (N j : ℕ) (k : ℝ) (i : Fin N) :
    springForce k 0 0 (mode N j) i
      = -(4 * k * Real.sin (modeAngle N j) ^ 2) * mode N j i := by
  have hi := i.isLt
  have h := sin_second_difference ((((i : ℕ) : ℝ) + 1) * (2 * modeAngle N j)) (modeAngle N j)
  have e2 : (((i : ℕ) : ℝ) + 1) * (2 * modeAngle N j) + 2 * modeAngle N j
      = (((i : ℕ) + 2 : ℕ) : ℝ) * (2 * modeAngle N j) := by push_cast; ring
  have e0 : (((i : ℕ) : ℝ) + 1) * (2 * modeAngle N j) - 2 * modeAngle N j
      = ((i : ℕ) : ℝ) * (2 * modeAngle N j) := by ring
  rw [e2, e0, ← band_mode N j _ (by omega), ← band_mode N j _ (by omega)] at h
  change _ - 2 * mode N j i + _ = _ * mode N j i at h
  rw [springForce, band_succ]
  linear_combination k * h

/-- Each standing wave satisfies the eigenvalue equation of the spring matrix with the value
`4 k sin² (j π / (2N + 2))`. -/
theorem springMatrix_mode (N j : ℕ) (k : ℝ) :
    springMatrix N k *ᵥ mode N j = (4 * k * Real.sin (modeAngle N j) ^ 2) • mode N j := by
  ext i
  rw [springMatrix_mulVec, springForce_mode, Pi.smul_apply, smul_eq_mul]
  ring
```

## A positive spring constant

The condition $k>0$ says that the springs pull a stretched band together. It is used to show that the eigenvalues are distinct: for $1\le j\le N$ the angles lie strictly between $0$ and $\pi/2$, where $\sin^2$ is strictly increasing. At $k=0$ all the values merge into zero.

```lean
/-- For `k > 0`, the values `4 k sin² (j π / (2N + 2))` with `j = 1, ..., N` are pairwise distinct.
-/
theorem eigenvalue_injective {N i j : ℕ} {k : ℝ} (hk : 0 < k) (hi : 1 ≤ i) (hiN : i ≤ N)
    (hj : 1 ≤ j) (hjN : j ≤ N)
    (h : 4 * k * Real.sin (modeAngle N i) ^ 2 = 4 * k * Real.sin (modeAngle N j) ^ 2) :
    i = j := by
  obtain ⟨i0, i1⟩ := modeAngle_bounds hi hiN
  obtain ⟨j0, j1⟩ := modeAngle_bounds hj hjN
  have si := Real.sin_pos_of_pos_of_lt_pi i0 (by linarith)
  have sj := Real.sin_pos_of_pos_of_lt_pi j0 (by linarith)
  have h2 := mul_left_cancel₀ (by positivity : 4 * k ≠ 0) h
  have hs := (pow_left_inj₀ si.le sj.le two_ne_zero).1 h2
  have ha := Real.injOn_sin ⟨by linarith, i1.le⟩ ⟨by linarith, j1.le⟩ hs
  unfold modeAngle at ha
  have hd : (2 * (N : ℝ) + 2) ≠ 0 := by positivity
  exact_mod_cast mul_right_cancel₀ Real.pi_ne_zero ((div_left_inj' hd).1 ha)
```

Each wave is non-zero, since its first entry is $\sin 2\theta_j>0$. An eigenvalue $\mu$ missing from the list would therefore bring an eigenvector independent of the other $N$, giving $N+1$ independent vectors in dimension $N$.

```lean
lemma mode_ne_zero {N j : ℕ} (h1 : 1 ≤ j) (hN : j ≤ N) : mode N j ≠ 0 := by
  intro h
  obtain ⟨a0, a1⟩ := modeAngle_bounds h1 hN
  have h0 := congrFun h ⟨0, by omega⟩
  simp only [mode, Nat.cast_zero, zero_add, one_mul, Pi.zero_apply] at h0
  exact (Real.sin_pos_of_pos_of_lt_pi (by linarith) (by linarith)).ne' h0
```

The completeness proof turns on Mathlib's `Module.End.eigenvectors_linearIndependent'`. It takes a family of eigenvalues over any index type, a proof that they are distinct, and an eigenvector for each; it returns linear independence. Here the index type is `Option (Fin N)`: `none` carries the supposed extra eigenvalue, and the other $N$ elements carry the sine waves. Comparing the number of vectors with the dimension gives the contradiction. The theorem thus characterises every real $\mu$ for which `springMatrix N k *ᵥ v = μ • v` has a non-zero solution.

```lean
/-- For `k > 0`, the eigenvalues of the spring matrix are exactly `4 k sin² (j π / (2N + 2))` with
`j = 1, ..., N`. -/
theorem springMatrix_eigenvalue_iff {N : ℕ} {k : ℝ} (hk : 0 < k) (μ : ℝ) :
    (∃ v : Fin N → ℝ, v ≠ 0 ∧ springMatrix N k *ᵥ v = μ • v) ↔
      ∃ j : ℕ, 1 ≤ j ∧ j ≤ N ∧ μ = 4 * k * Real.sin (modeAngle N j) ^ 2 := by
  constructor
  · rintro ⟨v, hv, hKv⟩
    by_contra hno
    have hne : ∀ j : Fin N, μ ≠ 4 * k * Real.sin (modeAngle N (j + 1)) ^ 2 :=
      fun j h => hno ⟨j + 1, by omega, by omega, h⟩
    -- a further eigenvalue would give N + 1 independent vectors in dimension N
    let ev : Option (Fin N) → ℝ :=
      fun o => o.elim μ fun j => 4 * k * Real.sin (modeAngle N (j + 1)) ^ 2
    let w : Option (Fin N) → (Fin N → ℝ) := fun o => o.elim v fun j => mode N (j + 1)
    have hinj : Function.Injective ev := by
      rintro (_ | i) (_ | j) h
      · rfl
      · exact absurd h (hne j)
      · exact absurd h.symm (hne i)
      · have := eigenvalue_injective hk (by omega) (by omega) (by omega) (by omega) h
        exact congrArg some (Fin.ext (Nat.succ.inj this))
    have hli := Module.End.eigenvectors_linearIndependent'
      (Matrix.mulVecLin (springMatrix N k)) ev hinj w (by
        rintro (_ | j)
        · exact ⟨Module.End.mem_eigenspace_iff.mpr hKv, hv⟩
        · exact ⟨Module.End.mem_eigenspace_iff.mpr (springMatrix_mode N (j + 1) k),
            mode_ne_zero (by omega) (by omega)⟩)
    have hcard := hli.fintype_card_le_finrank
    simp at hcard
  · rintro ⟨j, h1, hN, rfl⟩
    exact ⟨mode N j, mode_ne_zero h1 hN, springMatrix_mode N j k⟩
```

## An arbitrary start

No condition on the initial positions is needed because the force is linear. Equal spacing, $X^*_m=a+m(b-a)/(N+1)$, has zero second difference. With $E_m=X_m-X^*_m$, the force is therefore $k(E_{i+2}-2E_{i+1}+E_i)$, and $E_0=E_{N+1}=0$.

```lean
lemma band_error {N : ℕ} (a b : ℝ) (x : Fin N → ℝ) (m : ℕ) (hm : m ≤ N + 1) :
    band a b x m = a + m * ((b - a) / (N + 1))
      + band 0 0 (fun i => x i - equalSpacing N a b i) m := by
  cases m with
  | zero => simp [band]
  | succ m =>
    by_cases h : m < N
    · simp only [band, dif_pos h, equalSpacing]
      push_cast
      ring
    · have hmN : m = N := by omega
      have hc : ((N : ℝ) + 1) * ((b - a) / (N + 1)) = b - a := by
        have : (N : ℝ) + 1 ≠ 0 := by positivity
        field_simp
      simp only [band, dif_neg h]
      rw [hmN]
      push_cast
      linear_combination -hc

/-- The spring force depends only on the deviation from equal spacing. -/
theorem springForce_error {N : ℕ} (k a b : ℝ) (x : Fin N → ℝ) (i : Fin N) :
    springForce k a b x i = springForce k 0 0 (fun l => x l - equalSpacing N a b l) i := by
  have hi := i.isLt
  unfold springForce
  rw [band_error a b x (i + 2) (by omega), band_error a b x (i + 1) (by omega),
    band_error a b x i (by omega)]
  push_cast
  ring
```

A deviation $c\,v^{(j)}$ is consequently multiplied by exactly $1-4s\sin^2\theta_j$ per step, for any $t$.

```lean
/-- One relaxation step multiplies a standing-wave deviation from equal spacing by
`1 - 4 t k sin² (j π / (2N + 2))`. -/
theorem relax_mode (N j : ℕ) (k t a b c : ℝ) :
    relax k t a b (fun i => equalSpacing N a b i + c * mode N j i) = fun i =>
      equalSpacing N a b i
        + c * (1 - 4 * (t * k) * Real.sin (modeAngle N j) ^ 2) * mode N j i := by
  ext i
  have he : (fun l => (equalSpacing N a b l + c * mode N j l) - equalSpacing N a b l)
      = c • mode N j := by
    ext l
    simp
  have hF : springForce k a b (fun l => equalSpacing N a b l + c * mode N j l) i
      = springForce k 0 0 (c • mode N j) i := by
    rw [← he]
    exact springForce_error k a b _ i
  have hK := springMatrix_mulVec k (c • mode N j) i
  rw [Matrix.mulVec_smul, springMatrix_mode] at hK
  simp only [Pi.smul_apply, smul_eq_mul] at hK
  simp only [relax]
  rw [hF]
  linear_combination t * hK
```

Signed extensions matter here. A model with spring forces built from distances $|X_{m+1}-X_m|$, directed along the line from $a$ to $b$, agrees with this one while the images are in order. Once images are out of order, the force on at least one image no longer follows the linear formula used here, and this argument would not cover every start.

## A step with $0<tk\le 1/2$

The product $tk$ measures how far an image moves in response to its neighbours. The upper bound makes $1-2s$ non-negative. Let $w_m=\sin(2m\theta_1)$ and suppose $|E_m|\le Cw_m$. Then

$$|E'_{i+1}|\le(1-2s)Cw_{i+1}+sCw_{i+2}+sCw_i=C\,q\,w_{i+1},\qquad q=1-4s\sin^2\theta_1 .$$

`step_bound` is this line, and `relax_error_bound` iterates it to $Cq^n$.

```lean
lemma step_bound {N : ℕ} {k t C : ℝ} (h0 : 0 ≤ t * k) (h1 : t * k ≤ 1 / 2)
    (e : Fin N → ℝ) (he : ∀ i, |e i| ≤ C * mode N 1 i) (i : Fin N) :
    |e i + t * springForce k 0 0 e i|
      ≤ C * (1 - 4 * (t * k) * Real.sin (modeAngle N 1) ^ 2) * mode N 1 i := by
  have hb : ∀ m, |band 0 0 e m| ≤ C * band 0 0 (mode N 1) m := by
    intro m
    cases m with
    | zero => simp [band]
    | succ m =>
      by_cases h : m < N
      · simpa only [band, dif_pos h] using he ⟨m, h⟩
      · simp [band, h]
  have hm := springForce_mode N 1 k i
  rw [springForce, band_succ] at hm
  -- the new bound is the same weighted average of the old bounds
  have key : C * (1 - 4 * (t * k) * Real.sin (modeAngle N 1) ^ 2) * mode N 1 i
      = (1 - 2 * (t * k)) * (C * mode N 1 i) + t * k * (C * band 0 0 (mode N 1) (i + 2))
        + t * k * (C * band 0 0 (mode N 1) i) := by
    linear_combination (-(C * t)) * hm
  have hq : 0 ≤ 1 - 2 * (t * k) := by linarith
  obtain ⟨l1, u1⟩ := abs_le.1 (he i)
  obtain ⟨l2, u2⟩ := abs_le.1 (hb (i + 2))
  obtain ⟨l0, u0⟩ := abs_le.1 (hb i)
  rw [key, springForce, band_succ, abs_le]
  constructor
  · nlinarith [mul_le_mul_of_nonneg_left l1 hq, mul_le_mul_of_nonneg_left l2 h0,
      mul_le_mul_of_nonneg_left l0 h0]
  · nlinarith [mul_le_mul_of_nonneg_left u1 hq, mul_le_mul_of_nonneg_left u2 h0,
      mul_le_mul_of_nonneg_left u0 h0]

/-- For `0 ≤ t k ≤ 1/2`, a deviation from equal spacing bounded by `C` times the lowest standing
wave stays bounded by it, with `C` multiplied by `1 - 4 t k sin² (π / (2N + 2))` at each step. -/
theorem relax_error_bound {N : ℕ} {k t a b C : ℝ} (h0 : 0 ≤ t * k) (h1 : t * k ≤ 1 / 2)
    (x : Fin N → ℝ) (hx : ∀ i, |x i - equalSpacing N a b i| ≤ C * mode N 1 i) (n : ℕ) :
    ∀ i, |(relax k t a b)^[n] x i - equalSpacing N a b i|
      ≤ C * (1 - 4 * (t * k) * Real.sin (modeAngle N 1) ^ 2) ^ n * mode N 1 i := by
  induction n with
  | zero => simpa using hx
  | succ n ih =>
    intro i
    have h := step_bound h0 h1 _ ih i
    rw [← springForce_error] at h
    rw [Function.iterate_succ_apply', pow_succ, ← mul_assoc]
    refine le_of_eq_of_le (congrArg abs ?_) h
    simp only [relax]
    ring
```

For $N\ge1$, $w$ is positive on every movable image, so $C=\sum_i|e_i|/v^{(1)}_i$ works for any start. Since $0<\sin^2\theta_1<1$ and $0<s\le1/2$, we have $|q|<1$, and every deviation tends to zero. In Lean, `^[n]` denotes $n$ repeated steps and `Tendsto` states the limit.

```lean
/-- For `0 < t k ≤ 1/2`, relaxation by the spring force converges to equal spacing from any
initial positions of the movable images. -/
theorem relax_tendsto_equalSpacing {N : ℕ} {k t : ℝ} (h0 : 0 < t * k) (h1 : t * k ≤ 1 / 2)
    (a b : ℝ) (x : Fin N → ℝ) :
    Tendsto (fun n => (relax k t a b)^[n] x) atTop (𝓝 (equalSpacing N a b)) := by
  rw [tendsto_pi_nhds]
  intro i
  -- the lowest standing wave is positive on every movable image
  have hpos : ∀ l : Fin N, 0 < mode N 1 l := by
    intro l
    obtain ⟨p, q⟩ := modeAngle_bounds (N := N) (j := l + 1) (by omega) (by omega)
    have e : (((l : ℕ) : ℝ) + 1) * (2 * modeAngle N 1) = 2 * modeAngle N (l + 1) := by
      unfold modeAngle
      push_cast
      ring
    rw [mode, e]
    exact Real.sin_pos_of_pos_of_lt_pi (by linarith) (by linarith)
  have hx : ∀ l, |x l - equalSpacing N a b l|
      ≤ (∑ m, |x m - equalSpacing N a b m| / mode N 1 m) * mode N 1 l := by
    intro l
    rw [← div_le_iff₀ (hpos l)]
    exact Finset.single_le_sum (f := fun m => |x m - equalSpacing N a b m| / mode N 1 m)
      (fun m _ => div_nonneg (abs_nonneg _) (hpos m).le) (Finset.mem_univ l)
  have hb := relax_error_bound h0.le h1 x hx
  -- the contraction factor lies strictly between -1 and 1
  have hi := i.isLt
  obtain ⟨p, q⟩ := modeAngle_bounds (N := N) (j := 1) le_rfl (by omega)
  have hs := pow_pos (Real.sin_pos_of_pos_of_lt_pi p (by linarith)) 2
  have hc := pow_pos (Real.cos_pos_of_mem_Ioo ⟨by linarith, q⟩) 2
  have hsc := Real.sin_sq_add_cos_sq (modeAngle N 1)
  have hr : |1 - 4 * (t * k) * Real.sin (modeAngle N 1) ^ 2| < 1 := by
    rw [abs_lt]
    constructor
    · nlinarith [mul_le_mul_of_nonneg_right h1 hs.le]
    · nlinarith [mul_pos h0 hs]
  have hlim := ((tendsto_pow_atTop_nhds_zero_of_abs_lt_one hr).const_mul
    (∑ m, |x m - equalSpacing N a b m| / mode N 1 m)).mul_const (mode N 1 i)
  rw [mul_zero, zero_mul] at hlim
  refine tendsto_iff_norm_sub_tendsto_zero.2
    (squeeze_zero (fun n => norm_nonneg _) (fun n => ?_) hlim)
  rw [Real.norm_eq_abs]
  exact hb n i

end

end ElasticBandSprings
```

At $s=0$ nothing moves, and for $s<0$ the waves grow. Above $1/2$ the averaging argument fails, but divergence need not start at once: the highest wave grows only when $s>1/(2\sin^2\theta_N)$, which is $2/3$ for two images and approaches $1/2$ for long bands.

For this potential-free band on a line, the lowest wave is multiplied by exactly $q$ at each step, and $q\approx1-s\pi^2/(N+1)^2$ when $N$ is large. At fixed $tk$ in the range above, reducing this wave by a given factor therefore takes a number of steps that grows roughly as $(N+1)^2$.

```lean
#print axioms ElasticBandSprings.springMatrix_eigenvalue_iff
#print axioms ElasticBandSprings.relax_mode
#print axioms ElasticBandSprings.relax_tendsto_equalSpacing
```

```
'ElasticBandSprings.springMatrix_eigenvalue_iff' depends on axioms: [propext, Classical.choice, Quot.sound]
'ElasticBandSprings.relax_mode' depends on axioms: [propext, Classical.choice, Quot.sound]
'ElasticBandSprings.relax_tendsto_equalSpacing' depends on axioms: [propext, Classical.choice, Quot.sound]
```
